# Logarithmic growth of the mean transition-path time with barrier height, for the high-barrier density at fixed rate

Take the density $e^{-t}\exp(-e^{-t})$ on the real line and set $u=e^{-t}$. As $t$ runs from $-\infty$ to $\infty$, $u$ falls from $\infty$ to $0$, and $|du|=e^{-t}\,dt$. The weight $e^{-t}\exp(-e^{-t})\,dt$ therefore becomes $e^{-u}\,|du|$, an exponential law. Since $t=-\ln u$, the mean of $t$ is minus the mean of $\ln u$ under that law.

This is the case $\kappa=1$, $B=\tfrac12$ of

$$p(t)=2\kappa B\,e^{-\kappa t}\exp\!\left(-2B\,e^{-\kappa t}\right),$$

where $B=E/kT$ is the barrier height in thermal units and $\kappa$ is a rate. The density describes the duration of the successful crossing itself, without the waiting time before it. The crossing runs between two points on opposite sides of the barrier, both at an energy $E$ below its top; it starts when the first point is left for the last time before the second is reached. It is the high-barrier form for overdamped diffusion over a one-dimensional parabolic barrier, with $\kappa$ the magnitude of the barrier curvature divided by the friction coefficient; this is the rate at which a displacement from the barrier top grows on average. Here it is the starting point and is not derived from the diffusion equation.

## The density and its clock variable

```lean
import Mathlib

open MeasureTheory Set Filter Topology

namespace TransitionPathTime

noncomputable section
```

`pathDensity κ B t` is $p(t)$, with all three arguments real numbers. Positivity of $\kappa$ and $B$ enters as the hypotheses `hκ` and `hB`.

```lean
/-- The high-barrier density of transition-path times `t`, with rate `κ` and barrier height `B`
in units of the thermal energy. -/
def pathDensity (κ B t : ℝ) : ℝ :=
  2 * κ * B * Real.exp (-(κ * t)) * Real.exp (-(2 * B * Real.exp (-(κ * t))))
```

The mean is defined as the integral of $t\,p(t)$ over the whole line, so a closed formula for it has to be proved. Negative times have no physical meaning; they carry weight $e^{-2B}$, which is negligible for a high barrier.

```lean
/-- The mean transition-path time, the first moment of the density. -/
def meanPathTime (κ B : ℝ) : ℝ := ∫ t, t * pathDensity κ B t
```

The general substitution is $u(t)=2B\,e^{-\kappa t}$, called `clock`.

```lean
/-- The dimensionless variable `u = 2 B exp (-κ t)`. -/
def clock (κ B t : ℝ) : ℝ := 2 * B * Real.exp (-(κ * t))
```

## (a) The logarithm of the clock

**Task.** For $B>0$, show that
$$\ln u(t)=\ln(2B)-\kappa t .$$

**Solution.** Both factors of $u(t)$ are positive, so the logarithm of the product is $\ln(2B)+\ln e^{-\kappa t}$, and the second term is $-\kappa t$. The sign of $\kappa$ plays no role.

```lean
variable {κ B : ℝ}

/-- For a positive barrier, the logarithm of the clock variable is linear in time. -/
theorem log_clock (hB : 0 < B) (t : ℝ) :
    Real.log (clock κ B t) = Real.log (2 * B) - κ * t := by
  unfold clock
  rw [Real.log_mul (by positivity) (Real.exp_pos _).ne', Real.log_exp]
  ring
```

## (b) One time for each reading

**Task.** For $\kappa,B>0$, show that
$$u(a)=u(b)\;\Rightarrow\;a=b .$$

**Solution.** By (a), equal readings give $\ln(2B)-\kappa a=\ln(2B)-\kappa b$. Hence $\kappa a=\kappa b$, and dividing by $\kappa\neq0$ gives $a=b$. The proof in Lean takes the same steps.

```lean
/-- For positive rate and barrier, different times have different clock readings. -/
theorem clock_injective (hκ : 0 < κ) (hB : 0 < B) : Function.Injective (clock κ B) := by
  intro a b h
  have h1 := congrArg Real.log h
  rw [log_clock hB, log_clock hB] at h1
  exact mul_left_cancel₀ hκ.ne' (by linarith)
```

## (c) Path averages as exponential averages

**Task.** For $\kappa,B>0$ and a function $g:\mathbb R\to\mathbb R$, show that
$$\int_{-\infty}^{\infty} g(u(t))\,p(t)\,dt=\int_0^\infty g(u)\,e^{-u}\,du ,$$
and that one side converges absolutely exactly when the other does.

**Solution.** Differentiation gives $du/dt=-\kappa u$, so $|du/dt|=\kappa u$. The density is
$$p(t)=\kappa\,u(t)\,e^{-u(t)}=\left|\frac{du}{dt}\right|e^{-u(t)} .$$
Every $u>0$ is reached, at $t=(\ln(2B)-\ln u)/\kappa$, and by (b) only once. The change of variables thus turns $g(u(t))\,p(t)\,dt$ into $g(u)\,e^{-u}\,du$ on $(0,\infty)$. Applied to $|g|$, it also transfers absolute convergence.

In the code, `hderiv` is the derivative, `himage` the range and `key` the identity for $p$. Mathlib's change-of-variables theorems then give the two claims; `Ioi 0` is the half-line $u>0$.

```lean
/-- For positive rate and barrier, averaging a function of the clock variable over transition
paths is averaging it over the exponential law `exp (-u)` on `u > 0`; one average converges
absolutely exactly when the other does. -/
theorem average_clock (hκ : 0 < κ) (hB : 0 < B) (g : ℝ → ℝ) :
    (Integrable (fun t => g (clock κ B t) * pathDensity κ B t) ↔
      IntegrableOn (fun u => g u * Real.exp (-u)) (Ioi 0)) ∧
    ∫ t, g (clock κ B t) * pathDensity κ B t = ∫ u in Ioi (0 : ℝ), g u * Real.exp (-u) := by
  have hpos : ∀ t, 0 < clock κ B t := fun t => by unfold clock; positivity
  have hderiv : ∀ t ∈ (univ : Set ℝ),
      HasDerivWithinAt (clock κ B) (-(κ * clock κ B t)) univ t := by
    intro t _
    have h1 : HasDerivAt (fun t : ℝ => -(κ * t)) (-(κ * 1)) t :=
      ((hasDerivAt_id' t).const_mul κ).fun_neg
    have h2 : HasDerivAt (clock κ B) (2 * B * (Real.exp (-(κ * t)) * (-(κ * 1)))) t :=
      h1.exp.const_mul (2 * B)
    exact (h2.congr_deriv (by unfold clock; ring)).hasDerivWithinAt
  -- the clock runs through all positive values
  have himage : clock κ B '' univ = Ioi 0 := by
    ext u
    constructor
    · rintro ⟨t, -, rfl⟩
      exact hpos t
    · intro hu
      have hu' : 0 < u := hu
      refine ⟨(Real.log (2 * B) - Real.log u) / κ, mem_univ _, ?_⟩
      have e : κ * ((Real.log (2 * B) - Real.log u) / κ) = Real.log (2 * B) - Real.log u := by
        field_simp
      rw [← Real.exp_log (hpos _), log_clock hB, e, sub_sub_cancel, Real.exp_log hu']
  -- the Jacobian supplies the prefactor of the density
  have key : ∀ t, |-(κ * clock κ B t)| • (g (clock κ B t) * Real.exp (-clock κ B t))
      = g (clock κ B t) * pathDensity κ B t := by
    intro t
    rw [abs_neg, abs_of_pos (mul_pos hκ (hpos t)), smul_eq_mul]
    unfold pathDensity clock
    ring
  have hinj := (clock_injective hκ hB).injOn (s := univ)
  have h1 := integrableOn_image_iff_integrableOn_abs_deriv_smul MeasurableSet.univ hderiv hinj
    (fun u => g u * Real.exp (-u))
  have h2 := integral_image_eq_integral_abs_deriv_smul MeasurableSet.univ hderiv hinj
    (fun u => g u * Real.exp (-u))
  simp only [key, himage, integrableOn_univ] at h1
  simp only [key, himage, Measure.restrict_univ] at h2
  exact ⟨h1.symm, h2.symm⟩
```

## (d) The mean logarithm under the exponential law

**Task.** With $\gamma$ Euler's constant, show that
$$\int_0^\infty \ln u\;e^{-u}\,du=-\gamma .$$

**Solution.** Start from $\Gamma(s)=\int_0^\infty u^{s-1}e^{-u}\,du$ for $s>0$. For $\tfrac12\le s\le\tfrac32$ the $s$-derivative of the integrand is bounded by the integrable function $(u^{-1/2}+u^{1/2})\,|\ln u|\,e^{-u}$. We may therefore differentiate under the integral, and at $s=1$ the required integral is $\Gamma'(1)$.

To evaluate it, use Euler's limit $\Gamma(s)=\lim_n n^s\,n!/[s(s+1)\cdots(s+n)]$. The logarithmic derivatives converge locally uniformly, and $\Gamma(1)=1$, so
$$\Gamma'(1)=\lim_{n\to\infty}\left(\ln n-\sum_{k=1}^{n+1}\frac1k\right)=-\gamma .$$

Lean works with the complex Gamma function. Mathlib supplies its derivative at 1 both as an integral and as $-\gamma$; uniqueness of the derivative equates them, and the result is carried back to the reals.

```lean
/-- The mean of `ln u` over the exponential law on `u > 0` is minus Euler's constant. -/
theorem integral_log_mul_exp_neg :
    ∫ u in Ioi (0 : ℝ), Real.log u * Real.exp (-u) = -Real.eulerMascheroniConstant := by
  -- differentiate Euler's integral for the Gamma function at 1
  have h := Complex.hasDerivAt_GammaIntegral (s := 1) (by simp)
  have hopen : IsOpen {z : ℂ | 0 < z.re} := isOpen_lt continuous_const Complex.continuous_re
  have hev : Complex.Gamma =ᶠ[𝓝 1] Complex.GammaIntegral := by
    filter_upwards [hopen.mem_nhds (by simp : (1 : ℂ) ∈ {z : ℂ | 0 < z.re})] with s hs
    exact Complex.Gamma_eq_integral hs
  have h2 := (h.congr_of_eventuallyEq hev).unique Complex.hasDerivAt_Gamma_one
  simp only [sub_self, Complex.cpow_zero, one_mul] at h2
  apply Complex.ofReal_injective
  rw [← integral_complex_ofReal]
  push_cast at h2 ⊢
  exact h2
```

## (e) Normalisation

**Task.** For $\kappa,B>0$, show that
$$\int_{-\infty}^{\infty}p(t)\,dt=1 .$$

**Solution.** Put $g=1$ in (c). The right-hand side is $\int_0^\infty e^{-u}\,du=1$.

```lean
/-- For positive rate and barrier, the transition-path density integrates to one. -/
theorem integral_pathDensity (hκ : 0 < κ) (hB : 0 < B) : ∫ t, pathDensity κ B t = 1 := by
  have h := (average_clock hκ hB (fun _ => 1)).2
  simp only [one_mul] at h
  rw [h, integral_exp_neg_Ioi_zero]
```

## (f) The mean transition-path time

**Task.** For $\kappa,B>0$, show that $t\,p(t)$ is integrable and that
$$\langle t\rangle=\int_{-\infty}^{\infty}t\,p(t)\,dt=\frac{\ln(2e^{\gamma}B)}{\kappa} .$$

**Solution.** By (a), $t=(\ln(2B)-\ln u)/\kappa$. The function $|\ln u|\,e^{-u}$ is integrable on $(0,\infty)$, because $|\ln u|$ is integrable near $0$ and $\ln u\le u$ for $u\ge1$. So (c) applies, and with (d)
$$\langle t\rangle=\frac1\kappa\left[\ln(2B)\int_0^\infty e^{-u}\,du-\int_0^\infty\ln u\;e^{-u}\,du\right]=\frac{\ln(2B)+\gamma}{\kappa},$$
which is the stated logarithm.

Lean gets integrability by a shorter route. It assigns the value 0 to the integral of a non-integrable function, whereas the two integrals above are $1$ and $-\gamma$, both nonzero; this gives `hE` and `hL`.

```lean
/-- For positive rate and barrier, the first moment converges absolutely and the mean
transition-path time is `ln (2 exp(γ) B) / κ`, with `γ` Euler's constant. -/
theorem meanPathTime_eq (hκ : 0 < κ) (hB : 0 < B) :
    Integrable (fun t => t * pathDensity κ B t) ∧
    meanPathTime κ B = Real.log (2 * Real.exp Real.eulerMascheroniConstant * B) / κ := by
  -- express time through the clock variable
  have hfun : (fun t => t * pathDensity κ B t) =
      fun t => (Real.log (2 * B) - Real.log (clock κ B t)) / κ * pathDensity κ B t := by
    funext t
    have e : κ * t / κ = t := by field_simp
    rw [log_clock hB, sub_sub_cancel, e]
  have hg : (fun u : ℝ => (Real.log (2 * B) - Real.log u) / κ * Real.exp (-u)) =
      fun u => Real.log (2 * B) / κ * Real.exp (-u) - 1 / κ * (Real.log u * Real.exp (-u)) := by
    funext u
    ring
  -- both integrals are nonzero, hence both integrands are integrable
  have hE : Integrable (fun u : ℝ => Real.exp (-u)) (volume.restrict (Ioi 0)) := by
    by_contra h
    have h0 : ∫ u in Ioi (0 : ℝ), Real.exp (-u) = 0 := integral_undef h
    rw [integral_exp_neg_Ioi_zero] at h0
    exact one_ne_zero h0
  have hL : Integrable (fun u : ℝ => Real.log u * Real.exp (-u)) (volume.restrict (Ioi 0)) := by
    by_contra h
    have h0 : ∫ u in Ioi (0 : ℝ), Real.log u * Real.exp (-u) = 0 := integral_undef h
    rw [integral_log_mul_exp_neg] at h0
    linarith [Real.one_half_lt_eulerMascheroniConstant]
  have h1 := hE.const_mul (Real.log (2 * B) / κ)
  have h2 := hL.const_mul (1 / κ)
  have hav := average_clock hκ hB (fun u => (Real.log (2 * B) - Real.log u) / κ)
  have hl : Real.log (2 * Real.exp Real.eulerMascheroniConstant * B) =
      Real.log (2 * B) + Real.eulerMascheroniConstant := by
    rw [show 2 * Real.exp Real.eulerMascheroniConstant * B =
      2 * B * Real.exp Real.eulerMascheroniConstant by ring,
      Real.log_mul (by positivity) (Real.exp_pos _).ne', Real.log_exp]
  constructor
  · rw [hfun]
    refine hav.1.2 ?_
    rw [hg]
    exact h1.sub h2
  · unfold meanPathTime
    rw [hfun]
    refine hav.2.trans ?_
    rw [hg, integral_sub h1 h2, integral_const_mul, integral_const_mul,
      integral_exp_neg_Ioi_zero, integral_log_mul_exp_neg, hl]
    ring
```

## (g) Suppression by the Boltzmann factor

**Task.** At fixed $\kappa>0$, show that
$$\lim_{B\to\infty}\langle t\rangle\,e^{-B}=0 .$$

**Solution.** For $B>0$, part (f) gives
$$\langle t\rangle\,e^{-B}=\frac{\ln(2e^\gamma)}{\kappa}\,e^{-B}+\frac1\kappa\,\ln B\;e^{-B}.$$
The first term vanishes in the limit. For $B\ge1$ we have $0\le\ln B\le B-1\le B$, so $\ln B\;e^{-B}$ lies between $0$ and $B\,e^{-B}$, which tends to $0$. In Lean the squeeze is `hlog`, and the formula from (f) is needed only for $B>0$, which holds eventually.

If the waiting time between crossings is $A\,e^{B}$ with a fixed $A>0$, crossings take up a vanishing fraction of it. A simulation that samples only the crossing segments avoids the waiting time, though generating those segments has a cost of its own.

```lean
/-- At fixed positive rate, the mean transition-path time multiplied by `exp (-B)` vanishes
as the barrier grows. -/
theorem tendsto_meanPathTime_mul_exp_neg (hκ : 0 < κ) :
    Tendsto (fun B => meanPathTime κ B * Real.exp (-B)) atTop (𝓝 0) := by
  have hexp : Tendsto (fun B : ℝ => Real.exp (-B)) atTop (𝓝 0) :=
    Real.tendsto_exp_neg_atTop_nhds_zero
  have hlin : Tendsto (fun B : ℝ => B * Real.exp (-B)) atTop (𝓝 0) := by
    simpa only [pow_one] using Real.tendsto_pow_mul_exp_neg_atTop_nhds_zero 1
  have hlog : Tendsto (fun B : ℝ => Real.log B * Real.exp (-B)) atTop (𝓝 0) := by
    refine squeeze_zero' ?_ ?_ hlin
    · filter_upwards [eventually_ge_atTop 1] with B hB
      exact mul_nonneg (Real.log_nonneg hB) (Real.exp_pos _).le
    · filter_upwards [eventually_gt_atTop 0] with B hB
      exact mul_le_mul_of_nonneg_right (by linarith [Real.log_le_sub_one_of_pos hB])
        (Real.exp_pos _).le
  have h := (hexp.const_mul (Real.log (2 * Real.exp Real.eulerMascheroniConstant) / κ)).add
    (hlog.const_mul (1 / κ))
  simp only [mul_zero, add_zero] at h
  refine h.congr' ?_
  filter_upwards [eventually_gt_atTop 0] with B hB
  rw [(meanPathTime_eq hκ hB).2, Real.log_mul (by positivity) hB.ne']
  ring
```

## (h) The Laplace transform

**Task.** For $\kappa,B>0$ and $s>-\kappa$, show that
$$\int_{-\infty}^{\infty}e^{-st}\,p(t)\,dt=\frac{\Gamma(1+s/\kappa)}{(2B)^{s/\kappa}} .$$

**Solution.** Since $e^{-\kappa t}=u/(2B)$, raising both sides to the power $s/\kappa$ gives $e^{-st}=u^{s/\kappa}/(2B)^{s/\kappa}$. By (c) the average is
$$\frac{1}{(2B)^{s/\kappa}}\int_0^\infty u^{s/\kappa}e^{-u}\,du .$$
This is Euler's integral for $\Gamma(1+s/\kappa)$, which converges because $1+s/\kappa>0$. In the code `hfun` rewrites the exponential and `hpos` is this last inequality.

```lean
/-- For positive rate and barrier and every `s > -κ`, the average of `exp (-s t)` over
transition paths is `Γ(1 + s/κ) / (2B)^(s/κ)`. -/
theorem laplace_pathDensity (hκ : 0 < κ) (hB : 0 < B) {s : ℝ} (hs : -κ < s) :
    ∫ t, Real.exp (-(s * t)) * pathDensity κ B t =
      Real.Gamma (1 + s / κ) / (2 * B) ^ (s / κ) := by
  have hfun : (fun t => Real.exp (-(s * t)) * pathDensity κ B t) =
      fun t => clock κ B t ^ (s / κ) / (2 * B) ^ (s / κ) * pathDensity κ B t := by
    funext t
    have hc : 0 ≤ clock κ B t := by unfold clock; positivity
    have e1 : clock κ B t / (2 * B) = Real.exp (-(κ * t)) := by
      unfold clock
      field_simp
    have e2 : -(κ * t) * (s / κ) = -(s * t) := by
      field_simp
    rw [← Real.div_rpow hc (by positivity), e1, ← Real.exp_mul, e2]
  have hpos : 0 < 1 + s / κ := by
    have h : -1 < s / κ := by
      rw [lt_div_iff₀ hκ]
      linarith
    linarith
  rw [hfun]
  refine (average_clock hκ hB (fun u => u ^ (s / κ) / (2 * B) ^ (s / κ))).2.trans ?_
  -- what remains is Euler's integral
  rw [Real.Gamma_eq_integral hpos, ← integral_div]
  refine setIntegral_congr_fun measurableSet_Ioi (fun u _ => ?_)
  have e : 1 + s / κ - 1 = s / κ := by ring
  simp only [e]
  ring
```

## (i) The most probable time

**Task.** For $\kappa,B>0$ and $t^*=\ln(2B)/\kappa$, show that
$$p(t^*)=\frac{\kappa}{e},\qquad p(t)<\frac{\kappa}{e}\quad\text{for all } t\neq t^* .$$

**Solution.** From (c), $p=\kappa\,u\,e^{-u}$. By (a), $\ln u(t^*)=0$, so $u(t^*)=1$ and $p(t^*)=\kappa e^{-1}$. If $t\neq t^*$, then $u(t)\neq1$ by (b). The exponential lies strictly above its tangent at $0$ except at the point of contact, so $u<e^{u-1}$; multiplying by $\kappa e^{-u}$ gives $p(t)<\kappa e^{-1}$. The tangent inequality is `Real.add_one_lt_exp`.

At fixed $\kappa$ the peak height does not depend on the barrier height: since $u=e^{-\kappa(t-t^*)}$, a higher barrier shifts the density to later times without changing its shape.

The time $t^*$ also turns up as a wrong answer to (f). The mean of $u$ under the exponential law is $1$, and replacing $\langle\ln u\rangle$ by $\ln\langle u\rangle=0$ yields $\ln(2B)/\kappa$. That is the mode; the mean is later by $\gamma/\kappa$.

```lean
/-- For positive rate and barrier, the density takes the value `κ/e` at `t = ln(2B)/κ` and is
strictly smaller at every other time. -/
theorem pathDensity_mode (hκ : 0 < κ) (hB : 0 < B) :
    pathDensity κ B (Real.log (2 * B) / κ) = κ * Real.exp (-1) ∧
    ∀ t, t ≠ Real.log (2 * B) / κ → pathDensity κ B t < κ * Real.exp (-1) := by
  have hp : ∀ t, pathDensity κ B t = κ * (clock κ B t * Real.exp (-clock κ B t)) := by
    intro t
    unfold pathDensity clock
    ring
  have hpos : ∀ t, 0 < clock κ B t := fun t => by unfold clock; positivity
  have h1 : clock κ B (Real.log (2 * B) / κ) = 1 := by
    have e : κ * (Real.log (2 * B) / κ) = Real.log (2 * B) := by field_simp
    rw [← Real.exp_log (hpos _), log_clock hB, e, sub_self, Real.exp_zero]
  refine ⟨by rw [hp, h1, one_mul], fun t ht => ?_⟩
  have hu : clock κ B t ≠ 1 := fun h => ht (clock_injective hκ hB (h.trans h1.symm))
  -- away from the point of contact, the exponential lies strictly above its tangent
  have h2 : clock κ B t < Real.exp (clock κ B t - 1) := by
    linarith [Real.add_one_lt_exp (sub_ne_zero.2 hu)]
  have h3 := mul_lt_mul_of_pos_right h2 (Real.exp_pos (-clock κ B t))
  rw [← Real.exp_add, show clock κ B t - 1 + -clock κ B t = -1 by ring] at h3
  rw [hp]
  exact mul_lt_mul_of_pos_left h3 hκ

end

end TransitionPathTime
```

```lean
#print axioms TransitionPathTime.integral_pathDensity
#print axioms TransitionPathTime.tendsto_meanPathTime_mul_exp_neg
#print axioms TransitionPathTime.laplace_pathDensity
#print axioms TransitionPathTime.pathDensity_mode
```

```
'TransitionPathTime.integral_pathDensity' depends on axioms: [propext, Classical.choice, Quot.sound]
'TransitionPathTime.tendsto_meanPathTime_mul_exp_neg' depends on axioms: [propext, Classical.choice, Quot.sound]
'TransitionPathTime.laplace_pathDensity' depends on axioms: [propext, Classical.choice, Quot.sound]
'TransitionPathTime.pathDensity_mode' depends on axioms: [propext, Classical.choice, Quot.sound]
```
